# Roth decoupling of independent operators in a full-rank stationary state is causal

In an interacting system, the equation of motion of an electron operator generally produces products of more operators, whose equations can produce longer products still. Roth's decoupling stops this hierarchy by choosing a finite family of composite operators $\psi_a$ and projecting each commutator $[\psi_a,H]$ back onto the family. An approximation of this kind could in principle produce poles in the upper half-plane or negative spectral weight. For linearly independent operators on a finite-dimensional space, and a stationary state of full rank, it produces neither.

## The projected equation of motion and its sign

Let $H$ be the Hermitian Hamiltonian and $\rho$ a positive definite density matrix with $H\rho=\rho H$. With $\hbar=1$, define

$$\langle A,B\rangle=\operatorname{tr}\rho\{A,B^\dagger\},\qquad N_{ab}=\langle\psi_a,\psi_b\rangle,\qquad M_{ab}=\langle[\psi_a,H],\psi_b\rangle .$$

Projection replaces $[\psi_a,H]$ by $\sum_b (MN^{-1})_{ab}\psi_b$. The Green's function then obeys $(z-MN^{-1})G=N$. Since $z-MN^{-1}=(zN-M)N^{-1}$, the solution is

$$G(z)=N(zN-M)^{-1}N .$$

The claim is that for $\operatorname{Im}z>0$ the kernel $K=zN-M$ is invertible and $(G-G^\dagger)/(2i)$ is negative definite.

**$M$ is Hermitian.** Taking the adjoint inside the trace gives $\overline{\langle A,B\rangle}=\langle B,A\rangle$. The product rule for commutators reads
$$\{[A,H],B^\dagger\}=\{A,[H,B^\dagger]\}+[\{A,B^\dagger\},H].$$
The last term has zero average, because $\operatorname{tr}\rho[X,H]=\operatorname{tr}(H\rho-\rho H)X=0$. As $[H,B^\dagger]=[B,H]^\dagger$, this leaves $\langle[A,H],B\rangle=\langle A,[B,H]\rangle$. Hence $\overline{M_{ba}}=\langle\psi_a,[\psi_b,H]\rangle=M_{ab}$.

**$N$ is positive definite.** For $x\neq0$ put $A=\sum_a\bar x_a\psi_a$, which is nonzero by linear independence. Then
$$x^\dagger Nx=\langle A,A\rangle=\operatorname{tr}\rho AA^\dagger+\operatorname{tr}\rho A^\dagger A .$$
If $a_i$ are the columns of $A$, the first term is $\sum_i a_i^\dagger\rho a_i>0$. The second is positive by the same argument applied to $A^\dagger$.

**$K$ is invertible.** Since $N$ and $M$ are Hermitian, $K-K^\dagger=2i\,\operatorname{Im}z\,N$. If $Kv=0$ with $v\ne0$, then $v^\dagger(K-K^\dagger)v=0$, whereas the right-hand side gives $2i\,\operatorname{Im}z\,v^\dagger Nv\neq0$.

**The sign of $G$.** Let $L=K^{-1}$ and $P=NL$. Then
$$L-L^\dagger=-L(K-K^\dagger)L^\dagger=-2i\,\operatorname{Im}z\,LNL^\dagger .$$
Multiplying by $N$ on both sides gives
$$-\frac{G-G^\dagger}{2i}=\operatorname{Im}z\;PNP^\dagger .$$
For $x\neq0$ the vector $y=P^\dagger x$ is nonzero, because $P$ is invertible, so the quadratic form is $\operatorname{Im}z\;y^\dagger Ny>0$.

For a Hubbard cluster with finitely many sites, this covers composite operators such as $c_\sigma n_{-\sigma}$ and $c_\sigma(1-n_{-\sigma})$ when all averages are taken in the grand-canonical state of the cluster's own Hamiltonian at nonzero temperature.

## Operators, overlaps and the Green's function as matrices

The finite type `d` labels the basis states of the many-body space, and `n` labels the chosen operators.

In Lean 4 with Mathlib:

```lean
import Mathlib

open Matrix
open scoped ComplexOrder

namespace RothDecoupling

noncomputable section

variable {d n : Type*} [Fintype d] [DecidableEq d] [Fintype n] [DecidableEq n]
```

The overlap uses the anticommutator, the convention for fermionic operators. Nothing requires $\operatorname{tr}\rho=1$; a physical state is the normalised case.

```lean
/-- The overlap `tr ρ {A, B†}` of two operators in the state `ρ`. -/
def overlap (ρ A B : Matrix d d ℂ) : ℂ := trace (ρ * (A * Bᴴ + Bᴴ * A))
```

The next two definitions are $N$ and $M$, built from the operators themselves. The order `ψ a * H - H * ψ a` fixes the sign of the energies.

```lean
/-- The normalization matrix `N` with entries `tr ρ {ψ_a, ψ_b†}`. -/
def normMatrix (ρ : Matrix d d ℂ) (ψ : n → Matrix d d ℂ) : Matrix n n ℂ :=
  Matrix.of fun a b => overlap ρ (ψ a) (ψ b)

/-- The energy matrix `M` with entries `tr ρ {[ψ_a, H], ψ_b†}`. -/
def energyMatrix (ρ H : Matrix d d ℂ) (ψ : n → Matrix d d ℂ) : Matrix n n ℂ :=
  Matrix.of fun a b => overlap ρ (ψ a * H - H * ψ a) (ψ b)
```

The Green's function and its matrix imaginary part are defined for arbitrary square matrices `N` and `M`.

```lean
/-- The Roth Green's function `G(z) = N (zN - M)⁻¹ N`. -/
def rothGreen (N M : Matrix n n ℂ) (z : ℂ) : Matrix n n ℂ :=
  N * (z • N - M)⁻¹ * N

/-- The matrix imaginary part `(G - G†)/(2i)`. -/
def imPart (G : Matrix n n ℂ) : Matrix n n ℂ := (1 / (2 * Complex.I)) • (G - Gᴴ)
```

## Hermiticity from stationarity, positivity from independence

Conjugate symmetry of the overlap needs only a Hermitian `ρ`.

```lean
omit [DecidableEq d] in
/-- For Hermitian `ρ`, exchanging the two operators conjugates their overlap. -/
theorem star_overlap {ρ : Matrix d d ℂ} (hρ : ρ.IsHermitian) (A B : Matrix d d ℂ) :
    star (overlap ρ A B) = overlap ρ B A := by
  unfold overlap
  rw [← trace_conjTranspose, conjTranspose_mul, trace_mul_comm, hρ.eq]
  simp only [conjTranspose_add, conjTranspose_mul, conjTranspose_conjTranspose]
```

In the following proof, `move` is the transfer of the commutator from one operator to the other. Its identity `e` is the product rule, checked by `noncomm_ring`, and `key` uses stationarity to cancel the extra term.

```lean
omit [Fintype n] [DecidableEq n] in
/-- In a stationary state the energy matrix of any family of operators is Hermitian. -/
theorem energyMatrix_isHermitian {ρ H : Matrix d d ℂ} (hρ : ρ.IsHermitian)
    (hH : H.IsHermitian) (hc : H * ρ = ρ * H) (ψ : n → Matrix d d ℂ) :
    (energyMatrix ρ H ψ).IsHermitian := by
  -- stationarity moves the commutator from one operator to the other
  have move : ∀ A B : Matrix d d ℂ,
      overlap ρ (A * H - H * A) B = overlap ρ A (B * H - H * B) := by
    intro A B
    have key : trace (ρ * (A * Bᴴ + Bᴴ * A) * H) = trace (ρ * H * (A * Bᴴ + Bᴴ * A)) := by
      rw [trace_mul_comm, ← mul_assoc, hc]
    have e : ρ * ((A * H - H * A) * Bᴴ + Bᴴ * (A * H - H * A))
        = ρ * (A * (H * Bᴴ - Bᴴ * H) + (H * Bᴴ - Bᴴ * H) * A)
          + (ρ * (A * Bᴴ + Bᴴ * A) * H - ρ * H * (A * Bᴴ + Bᴴ * A)) := by
      noncomm_ring
    unfold overlap
    rw [e, trace_add, trace_sub, key, sub_self, add_zero, conjTranspose_sub,
      conjTranspose_mul, conjTranspose_mul, hH.eq]
  ext a b
  change star (overlap ρ (ψ b * H - H * ψ b) (ψ a)) = overlap ρ (ψ a * H - H * ψ a) (ψ b)
  rw [star_overlap hρ, move]
```

For $N$, the facts `left` and `right` expand the overlap in each argument, the second with conjugated coefficients. The fact `pos` is the sum over columns. The final `add_pos` joins the contributions of $A$ and $A^\dagger$.

```lean
omit [DecidableEq d] [DecidableEq n] in
/-- Linearly independent operators have a positive definite normalization matrix
when `ρ` is positive definite. -/
theorem normMatrix_posDef {ρ : Matrix d d ℂ} (hρ : ρ.PosDef) {ψ : n → Matrix d d ℂ}
    (hψ : LinearIndependent ℂ ψ) : (normMatrix ρ ψ).PosDef := by
  have left : ∀ (c : n → ℂ) (B : Matrix d d ℂ),
      overlap ρ (∑ a, c a • ψ a) B = ∑ a, c a * overlap ρ (ψ a) B := by
    intro c B
    simp only [overlap, Finset.sum_mul, Finset.mul_sum, ← Finset.sum_add_distrib, trace_sum,
      Matrix.smul_mul, Matrix.mul_smul, ← smul_add, trace_smul, smul_eq_mul]
  have right : ∀ (c : n → ℂ) (A : Matrix d d ℂ),
      overlap ρ A (∑ b, c b • ψ b) = ∑ b, star (c b) * overlap ρ A (ψ b) := by
    intro c A
    rw [← star_overlap hρ.isHermitian, left, star_sum]
    refine Finset.sum_congr rfl fun b _ => ?_
    rw [star_mul', star_overlap hρ.isHermitian]
  -- the weight of a nonzero operator, summed over its columns
  have pos : ∀ A : Matrix d d ℂ, A ≠ 0 → 0 < trace (ρ * (A * Aᴴ)) := by
    intro A hA
    have e : trace (ρ * (A * Aᴴ)) = ∑ i, star (fun j => A j i) ⬝ᵥ ρ *ᵥ (fun j => A j i) := by
      rw [← mul_assoc, trace_mul_comm]
      rfl
    rw [e]
    obtain ⟨i, hi⟩ : ∃ i, (fun j => A j i) ≠ 0 := by
      by_contra h
      push Not at h
      exact hA (by ext j i; exact congrFun (h i) j)
    exact Finset.sum_pos' (fun k _ => hρ.posSemidef.dotProduct_mulVec_nonneg _)
      ⟨i, Finset.mem_univ i, hρ.dotProduct_mulVec_pos hi⟩
  rw [posDef_iff_dotProduct_mulVec]
  refine ⟨?_, fun x hx => ?_⟩
  · ext a b
    exact star_overlap hρ.isHermitian (ψ b) (ψ a)
  · have hA : (∑ a, star (x a) • ψ a) ≠ 0 := fun h => hx (by
      ext a
      exact star_eq_zero.1 (Fintype.linearIndependent_iff.1 hψ (fun a => star (x a)) h a))
    have e : star x ⬝ᵥ normMatrix ρ ψ *ᵥ x
        = overlap ρ (∑ a, star (x a) • ψ a) (∑ a, star (x a) • ψ a) := by
      rw [left]
      simp only [right, star_star, dotProduct, mulVec, normMatrix, Matrix.of_apply,
        Pi.star_apply]
      refine Finset.sum_congr rfl fun a _ => ?_
      congr 1
      exact Finset.sum_congr rfl fun b _ => mul_comm _ _
    rw [e, overlap, mul_add, trace_add]
    have h2 := pos _ (fun h => hA (conjTranspose_eq_zero.1 h))
    rw [conjTranspose_conjTranspose] at h2
    exact add_pos (pos _ hA) h2
```

Full rank of $\rho$ enters here: a pure ground state in a space of dimension greater than one does not satisfy the hypothesis. For such a state $M$ is still Hermitian, and $N$ can still be positive definite; whenever it is, the matrix theorem `rothGreen_causal` below gives the same conclusion.

## The kernel off the real axis

The first lemma computes $K-K^\dagger$. The second assumes a zero determinant, extracts a null vector `v`, and reaches the contradiction found above. It needs only $\operatorname{Im}z\neq0$.

```lean
omit [Fintype n] [DecidableEq n] in
/-- For Hermitian `N` and `M`, the kernel `K = zN - M` satisfies `K - K† = 2i Im z · N`. -/
theorem kernel_sub {N M : Matrix n n ℂ} (hN : N.IsHermitian) (hM : M.IsHermitian) (z : ℂ) :
    (z • N - M) - (z • N - M)ᴴ = (2 * Complex.I * (z.im : ℂ)) • N := by
  have h : 2 * Complex.I * (z.im : ℂ) = z - star z := by
    apply Complex.ext <;> simp
    ring
  rw [h, conjTranspose_sub, conjTranspose_smul, hN.eq, hM.eq, sub_smul]
  abel

/-- For positive definite `N` and Hermitian `M`, the kernel `zN - M` is invertible at every `z` off
the real axis. -/
theorem kernel_isUnit {N M : Matrix n n ℂ} (hN : N.PosDef) (hM : M.IsHermitian) {z : ℂ}
    (hz : z.im ≠ 0) : IsUnit (z • N - M) := by
  rw [isUnit_iff_isUnit_det, isUnit_iff_ne_zero]
  intro h0
  obtain ⟨v, hv, hKv⟩ := Matrix.exists_mulVec_eq_zero_iff.2 h0
  -- a null vector would have zero norm in the metric N
  have h1 : star v ⬝ᵥ ((z • N - M) - (z • N - M)ᴴ) *ᵥ v = 0 := by
    rw [Matrix.sub_mulVec, dotProduct_sub, hKv, dotProduct_zero, Matrix.dotProduct_mulVec,
      ← Matrix.star_mulVec, hKv]
    simp
  rw [kernel_sub hN.isHermitian hM, Matrix.smul_mulVec, dotProduct_smul, smul_eq_mul] at h1
  rcases mul_eq_zero.1 h1 with h | h
  · simp [hz] at h
  · exact (hN.dotProduct_mulVec_pos hv).ne' h
```

Invertibility of both $N$ and $K$ then confirms that `rothGreen` solves the projected equation of motion.

```lean
/-- For positive definite `N`, Hermitian `M` and `Im z ≠ 0`, the Roth Green's function solves the
closed equation of motion `(z - M N⁻¹) G = N`. -/
theorem equation_of_motion {N M : Matrix n n ℂ} (hN : N.PosDef) (hM : M.IsHermitian) {z : ℂ}
    (hz : z.im ≠ 0) : (z • 1 - M * N⁻¹) * rothGreen N M z = N := by
  have hK := (isUnit_iff_isUnit_det _).1 (kernel_isUnit hN hM hz)
  have hNu := (isUnit_iff_isUnit_det _).1 hN.isUnit
  have e : (z • 1 - M * N⁻¹) * N = z • N - M := by
    rw [sub_mul, Matrix.smul_mul, one_mul, mul_assoc, nonsing_inv_mul _ hNu, mul_one]
  rw [rothGreen, ← mul_assoc, ← mul_assoc, e, mul_nonsing_inv _ hK, one_mul]
```

## Negative definiteness

The identity for $-(G-G^\dagger)/(2i)$ follows the calculation by hand: `h3` is the resolvent identity, `h4` takes the factors $N$ outside, and `hs` inserts $K-K^\dagger$.

```lean
/-- For positive definite `N`, Hermitian `M` and `z` off the real axis, `-(G - G†)/(2i) = Im z · P N
P†` with `P = N (zN - M)⁻¹`. -/
theorem neg_imPart_rothGreen {N M : Matrix n n ℂ} (hN : N.PosDef) (hM : M.IsHermitian)
    {z : ℂ} (hz : z.im ≠ 0) : -imPart (rothGreen N M z)
      = (z.im : ℂ) • (N * (z • N - M)⁻¹ * N * (N * (z • N - M)⁻¹)ᴴ) := by
  have hK := (isUnit_iff_isUnit_det _).1 (kernel_isUnit hN hM hz)
  have hs := kernel_sub hN.isHermitian hM z
  have h1 := nonsing_inv_mul _ hK
  have h2 := congrArg conjTranspose h1
  rw [conjTranspose_mul, conjTranspose_one] at h2
  unfold imPart rothGreen
  generalize (z • N - M)⁻¹ = L at *
  generalize z • N - M = K at *
  -- resolvent identity for L and its adjoint
  have h3 : L - Lᴴ = -(L * (K - Kᴴ) * Lᴴ) := by
    calc L - Lᴴ = L * (Kᴴ * Lᴴ) - (L * K) * Lᴴ := by rw [h1, h2, mul_one, one_mul]
      _ = _ := by noncomm_ring
  have h4 : N * L * N - (N * L * N)ᴴ = N * (L - Lᴴ) * N := by
    rw [conjTranspose_mul, conjTranspose_mul, hN.isHermitian.eq]
    noncomm_ring
  have hc : 1 / (2 * Complex.I) * (2 * Complex.I * (z.im : ℂ)) = (z.im : ℂ) := by
    rw [← mul_assoc, one_div_mul_cancel (by simp), one_mul]
  rw [h4, h3, hs, conjTranspose_mul, hN.isHermitian.eq]
  simp only [Matrix.mul_smul, Matrix.smul_mul, mul_neg, neg_mul, smul_neg, neg_neg,
    smul_smul, hc]
  simp only [mul_assoc]
```

The matrix theorem takes positive definite `N` and Hermitian `M` as hypotheses, whatever their origin. It therefore also applies when their entries come from approximate averages, provided that these two properties survive. Negative definiteness is expressed as `PosDef` of `-imPart`. The right inverse `Q` of $P$ shows that $P^\dagger x\neq0$.

```lean
/-- For positive definite `N`, Hermitian `M` and `Im z > 0`, the kernel `zN - M` is
invertible and `(G - G†)/(2i)` is negative definite. -/
theorem rothGreen_causal {N M : Matrix n n ℂ} (hN : N.PosDef) (hM : M.IsHermitian) {z : ℂ}
    (hz : 0 < z.im) : IsUnit (z • N - M) ∧ (-imPart (rothGreen N M z)).PosDef := by
  have hK := kernel_isUnit hN hM hz.ne'
  refine ⟨hK, ?_⟩
  rw [neg_imPart_rothGreen hN hM hz.ne']
  have hP : IsUnit (N * (z • N - M)⁻¹) := hN.isUnit.mul ((isUnit_nonsing_inv_iff).2 hK)
  generalize N * (z • N - M)⁻¹ = P at *
  obtain ⟨Q, hQ⟩ := hP.exists_right_inv
  have hQ' : Qᴴ * Pᴴ = 1 := by rw [← conjTranspose_mul, hQ, conjTranspose_one]
  rw [posDef_iff_dotProduct_mulVec]
  refine ⟨?_, fun x hx => ?_⟩
  · have hs : star (z.im : ℂ) = (z.im : ℂ) := Complex.conj_ofReal _
    rw [IsHermitian, conjTranspose_smul, conjTranspose_mul, conjTranspose_mul,
      conjTranspose_conjTranspose, hN.isHermitian.eq, hs, mul_assoc]
  · -- the quadratic form is that of N at the nonzero vector P† x
    have hy : Pᴴ *ᵥ x ≠ 0 := fun h => hx (by
      rw [← Matrix.one_mulVec x, ← hQ', ← Matrix.mulVec_mulVec, h, Matrix.mulVec_zero])
    have h := hN.dotProduct_mulVec_pos hy
    rw [Matrix.star_mulVec, conjTranspose_conjTranspose, ← Matrix.dotProduct_mulVec,
      Matrix.mulVec_mulVec, Matrix.mulVec_mulVec] at h
    rw [Matrix.smul_mulVec, dotProduct_smul, smul_eq_mul]
    exact mul_pos (Complex.zero_lt_real.2 hz) h
```

For actual composite operators, both matrix hypotheses are supplied by the earlier lemmas. What remains is physical: a Hermitian Hamiltonian, a stationary `ρ` of full rank, and linearly independent `ψ`. Causality here means the two stated properties at each $z$ in the upper half-plane; the theorem does not say how close the projected $G$ is to the exact one.

```lean
/-- Roth decoupling of linearly independent composite operators in a stationary, positive
definite `ρ` gives an invertible kernel and a negative definite `(G - G†)/(2i)` for
`Im z > 0`. -/
theorem roth_decoupling_causal {ρ H : Matrix d d ℂ} (hρ : ρ.PosDef) (hH : H.IsHermitian)
    (hc : H * ρ = ρ * H) {ψ : n → Matrix d d ℂ} (hψ : LinearIndependent ℂ ψ) {z : ℂ}
    (hz : 0 < z.im) :
    IsUnit (z • normMatrix ρ ψ - energyMatrix ρ H ψ) ∧
      (-imPart (rothGreen (normMatrix ρ ψ) (energyMatrix ρ H ψ) z)).PosDef :=
  rothGreen_causal (normMatrix_posDef hρ hψ)
    (energyMatrix_isHermitian hρ.isHermitian hH hc ψ) hz
```

A two-level system with level energies 0 and 1 and populations 2/3 and 1/3 satisfies all these conditions. With the lowering and raising operators as the family, a short calculation gives $N=1$ and $M=\operatorname{diag}(1,-1)$, so $G=\operatorname{diag}\big(1/(z-1),\,1/(z+1)\big)$, with the expected sign. The theorem below verifies the hypotheses for this example.

```lean
/-- A two-level system with populations 2/3 and 1/3, level energies 0 and 1, and the lowering
and raising operators as `ψ` meets the hypotheses of Roth decoupling. -/
theorem roth_decoupling_witness :
    (diagonal ![(2 / 3 : ℂ), 1 / 3]).PosDef ∧ (diagonal ![(0 : ℂ), 1]).IsHermitian ∧
    diagonal ![(0 : ℂ), 1] * diagonal ![(2 / 3 : ℂ), 1 / 3]
      = diagonal ![(2 / 3 : ℂ), 1 / 3] * diagonal ![(0 : ℂ), 1] ∧
    LinearIndependent ℂ ![!![(0 : ℂ), 1; 0, 0], !![(0 : ℂ), 0; 1, 0]] := by
  refine ⟨PosDef.diagonal fun i => ?_, ?_, ?_, ?_⟩
  · fin_cases i <;> norm_num [Complex.lt_def]
  · ext i j
    fin_cases i <;> fin_cases j <;> simp
  · rw [diagonal_mul_diagonal, diagonal_mul_diagonal]
    simp only [mul_comm]
  · rw [Fintype.linearIndependent_iff]
    intro g hg i
    have h0 := congrFun (congrFun hg 0) 1
    have h1 := congrFun (congrFun hg 1) 0
    simp [Fin.sum_univ_two] at h0 h1
    fin_cases i
    · exact h0
    · exact h1

end

end RothDecoupling
```

```lean
#print axioms RothDecoupling.equation_of_motion
-- 'RothDecoupling.equation_of_motion' depends on axioms: [propext, Classical.choice, Quot.sound]
#print axioms RothDecoupling.roth_decoupling_causal
-- 'RothDecoupling.roth_decoupling_causal' depends on axioms: [propext, Classical.choice, Quot.sound]
```
